# Time reversal and the response to an imaginary perturbation: for a non-degenerate state the mixed term with a real perturbation vanishes

## Question

In a finite real orthonormal basis I solve the first-order response equation for a magnetic-type perturbation $iK$, with $K$ real and antisymmetric, by storing one real vector $w$ and taking $u = iw$ as the response. I also set to zero the mixed second-order term between $iK$ and any real symmetric perturbation $A$. The claim behind this is the following. Let $H$ and $A$ be real symmetric, $K$ real antisymmetric, and $\psi$ a real unit eigenvector of $H$ with a simple eigenvalue $E$. Then $\langle\psi, iK\psi\rangle = 0$, the complex solution $u \perp \psi$ of $(H-E)u = -iK\psi$ is purely imaginary, and $\mathrm{Re}\langle\psi, Au\rangle = 0$. Can this be stated and proved in Lean 4 with Mathlib, including the existence and uniqueness of $u$?

## Answer

### Modelling choices

The basis functions are labelled by a finite type `n`, and $H$, $A$, $K$ have type `Matrix n n ℝ`. The response has to be allowed to be complex, since otherwise the claim that it is imaginary has no content. So `cmat` reads a real matrix as an operator on complex vectors, `cvec` reads a real vector as a complex one, and `braket x y` is $\langle x,y\rangle = \sum_j \overline{x_j}\,y_j$, conjugate-linear in the first slot. For real vectors $a$, $b$ I write $a\cdot b = \sum_j a_j b_j$.

Time reversal is complex conjugation of the components, as for spinless particles in a real basis. Real $H$ and $A$ are even under it. The operator $iK$ is odd, and it is Hermitian because $(iK)^\dagger = -iK^{T} = iK$. The symmetry hypotheses are `Hᵀ = H`, `Aᵀ = A` and `Kᵀ = -K`.

`IsSimpleEigen H E ψ` says three things: $H\psi = E\psi$, $\psi\cdot\psi = 1$, and every real $v$ with $Hv = Ev$ equals $c\psi$ for some real $c$. Simplicity is assumed over the reals only, and $E$ may be any eigenvalue, not just the lowest.

`IsResponse H E ψ K u` says $\langle\psi,u\rangle = 0$ and $Hu - Eu = -iK\psi$. The equation comes from expanding the eigenproblem of $H + \mu\, iK$ in a real strength $\mu$. With state $\psi + \mu u + \dots$ and energy $E + \mu E_1 + \dots$, the first order gives $(H-E)u = -(iK - E_1)\psi$ with $E_1 = \langle\psi,iK\psi\rangle$, and $E_1 = 0$ removes the last term. The condition $\langle\psi,u\rangle = 0$ fixes normalisation and phase to first order. For $H + \lambda A + \mu\, iK$ with a second real strength $\lambda$, the Hellmann–Feynman formula gives $\partial_\lambda E$ as the expectation value of $A$, and its derivative in $\mu$ at the origin is $\langle u, A\psi\rangle + \langle\psi, Au\rangle$. This link to energy derivatives is motivation only: the theorems contain no $\lambda$, no $\mu$ and no derivative, and they take the response equation as a definition. What they establish is that in a finite-dimensional, spinless, non-degenerate model the expressions identified with $\partial_\mu E$ and $\partial_\lambda\partial_\mu E$ vanish. An example is the mixed response to a static electric and a static magnetic field.

### Derivation by hand

**Step 1.** The number $\psi\cdot K\psi$ equals its own transpose, so
$$\psi\cdot K\psi = \psi\cdot K^{T}\psi = -\,\psi\cdot K\psi .$$
Hence $\psi\cdot K\psi = 0$ and $\langle\psi,iK\psi\rangle = i\,\psi\cdot K\psi = 0$.

**Step 2.** Let $v$ be real with $Hv = Ev$ and $\psi\cdot v = 0$. Simplicity gives $v = c\psi$, then $0 = \psi\cdot v = c\,\psi\cdot\psi = c$, so $v = 0$.

**Step 3 (existence).** The matrix $H - E$ is singular, so add the projector on $\psi$ and define on real vectors
$$f(v) = Hv - Ev + (\psi\cdot v)\,\psi .$$
Symmetry of $H$ gives $\psi\cdot Hv = (H\psi)\cdot v = E\,\psi\cdot v$, and therefore
$$\psi\cdot f(v) = E\,\psi\cdot v - E\,\psi\cdot v + (\psi\cdot v)(\psi\cdot\psi) = \psi\cdot v .$$
If $f(v) = 0$ then $\psi\cdot v = 0$, so $Hv = Ev$, and $v = 0$ by Step 2. An injective linear map of a finite-dimensional space to itself is surjective, so there is a real $w$ with $f(w) = -K\psi$. Then $\psi\cdot w = \psi\cdot f(w) = -\psi\cdot K\psi = 0$ by Step 1, the projector term drops, and $(H-E)w = -K\psi$. Multiplying by $i$ shows that $u = iw$ is a response.

**Step 4 (the response is imaginary).** Let $u$ be any response and write $u = r + is$ with $r$, $s$ real. Since $H$, $E$ and $K\psi$ are real, the source $-iK\psi$ has zero real part, and the real part of the equation is $Hr - Er = 0$. The real part of $\langle\psi,u\rangle = 0$ is $\psi\cdot r = 0$. Step 2 gives $r = 0$.

**Step 5 (uniqueness).** Let $d = u - v$ be the difference of two responses. For every complex $c$, the vector $cd$ is orthogonal to $\psi$ and solves $(H-E)(cd) = 0$, so it is a response for $K = 0$. Step 4 with $c = 1$ gives $\mathrm{Re}\,d_j = 0$, and with $c = i$ it gives $\mathrm{Re}(i d_j) = -\mathrm{Im}\,d_j = 0$. Thus $d = 0$.

**Step 6 (the mixed term).** By Step 4, $u = iw$ with $w$ real. Then
$$\langle\psi,Au\rangle = i\,\psi\cdot Aw, \qquad \langle u,A\psi\rangle = -i\,w\cdot A\psi .$$
The first is imaginary, so its real part is zero. Symmetry of $A$ gives $w\cdot A\psi = (Aw)\cdot\psi = \psi\cdot Aw$, and the two terms cancel.

### The Lean file

```lean
import Mathlib

open Matrix Complex

namespace TimeReversalResponse

noncomputable section

variable {n : Type*} [Fintype n]

/-- A real matrix regarded as an operator on complex vectors. -/
def cmat (M : Matrix n n ℝ) : Matrix n n ℂ := M.map (fun x => (x : ℂ))

/-- A real vector regarded as a complex state vector. -/
def cvec (v : n → ℝ) : n → ℂ := fun i => (v i : ℂ)

/-- The inner product `⟨x, y⟩`, conjugate-linear in the bra. -/
def braket (x y : n → ℂ) : ℂ := star x ⬝ᵥ y

/-- `ψ` is a real unit eigenvector of `H` with eigenvalue `E`, and every real solution of
`H v = E v` is a multiple of `ψ`. -/
structure IsSimpleEigen (H : Matrix n n ℝ) (E : ℝ) (ψ : n → ℝ) : Prop where
  eigen : H *ᵥ ψ = E • ψ
  unit : ψ ⬝ᵥ ψ = 1
  simple : ∀ v : n → ℝ, H *ᵥ v = E • v → ∃ c : ℝ, v = c • ψ

/-- `u` is a first-order response to the perturbation `iK`: a complex vector orthogonal to `ψ`
with `(H - E) u = -iK ψ`. -/
structure IsResponse (H : Matrix n n ℝ) (E : ℝ) (ψ : n → ℝ) (K : Matrix n n ℝ)
    (u : n → ℂ) : Prop where
  orth : braket (cvec ψ) u = 0
  eqn : cmat H *ᵥ u - (E : ℂ) • u = -(I • (cmat K *ᵥ cvec ψ))

/-- A real operator applied to a real state gives the real matrix-vector product. -/
theorem cmat_mulVec (M : Matrix n n ℝ) (v : n → ℝ) : cmat M *ᵥ cvec v = cvec (M *ᵥ v) := by
  funext i
  simp [cmat, cvec, mulVec, dotProduct]

/-- The inner product of two real states is their real dot product. -/
theorem braket_cvec (a b : n → ℝ) : braket (cvec a) (cvec b) = ((a ⬝ᵥ b : ℝ) : ℂ) := by
  simp [braket, cvec, dotProduct]

/-- The quadratic form of a real antisymmetric matrix vanishes on every real vector. -/
theorem quad_antisymm {K : Matrix n n ℝ} (hK : Kᵀ = -K) (ψ : n → ℝ) : ψ ⬝ᵥ K *ᵥ ψ = 0 := by
  have h : ψ ⬝ᵥ K *ᵥ ψ = ψ ⬝ᵥ Kᵀ *ᵥ ψ := by
    rw [Matrix.mulVec_transpose, Matrix.dotProduct_mulVec, dotProduct_comm]
  rw [hK, Matrix.neg_mulVec, dotProduct_neg] at h
  linarith

/-- For a simple eigenvalue, a real solution of `H v = E v` orthogonal to `ψ` is zero. -/
theorem kernel_orth {H : Matrix n n ℝ} {E : ℝ} {ψ v : n → ℝ} (h : IsSimpleEigen H E ψ)
    (hv : H *ᵥ v = E • v) (h0 : ψ ⬝ᵥ v = 0) : v = 0 := by
  obtain ⟨c, hc⟩ := h.simple v hv
  rw [hc, dotProduct_smul, h.unit, smul_eq_mul, mul_one] at h0
  rw [hc, h0, zero_smul]

/-- For symmetric `H`, antisymmetric `K` and a simple eigenvalue there is a real `w`
orthogonal to `ψ` with `(H - E) w = -K ψ`. -/
theorem real_response_exists {H K : Matrix n n ℝ} {E : ℝ} {ψ : n → ℝ} (hH : Hᵀ = H)
    (hK : Kᵀ = -K) (h : IsSimpleEigen H E ψ) :
    ∃ w : n → ℝ, ψ ⬝ᵥ w = 0 ∧ H *ᵥ w - E • w = -(K *ᵥ ψ) := by
  -- add the projector on ψ to make H - E invertible
  let f : (n → ℝ) →ₗ[ℝ] (n → ℝ) :=
    { toFun := fun v => H *ᵥ v - E • v + (ψ ⬝ᵥ v) • ψ
      map_add' := by
        intro a b
        simp only [Matrix.mulVec_add, dotProduct_add]
        module
      map_smul' := by
        intro c a
        simp only [Matrix.mulVec_smul, dotProduct_smul, RingHom.id_apply, smul_eq_mul]
        module }
  have hf : ∀ v, f v = H *ᵥ v - E • v + (ψ ⬝ᵥ v) • ψ := fun _ => rfl
  have hsym : ∀ v, ψ ⬝ᵥ H *ᵥ v = E * (ψ ⬝ᵥ v) := by
    intro v
    rw [Matrix.dotProduct_mulVec, ← Matrix.mulVec_transpose, hH, h.eigen, smul_dotProduct,
      smul_eq_mul]
  have hdot : ∀ v, ψ ⬝ᵥ f v = ψ ⬝ᵥ v := by
    intro v
    rw [hf, dotProduct_add, dotProduct_sub, dotProduct_smul, dotProduct_smul, hsym, h.unit]
    simp only [smul_eq_mul]
    ring
  have inj : Function.Injective f := by
    rw [injective_iff_map_eq_zero]
    intro v hv
    have h0 : ψ ⬝ᵥ v = 0 := by rw [← hdot v, hv, dotProduct_zero]
    rw [hf, h0, zero_smul, add_zero, sub_eq_zero] at hv
    exact kernel_orth h hv h0
  obtain ⟨w, hw⟩ := LinearMap.injective_iff_surjective.mp inj (-(K *ᵥ ψ))
  have h0 : ψ ⬝ᵥ w = 0 := by
    rw [← hdot w, hw, dotProduct_neg, quad_antisymm hK, neg_zero]
  rw [hf, h0, zero_smul, add_zero] at hw
  exact ⟨w, h0, hw⟩

/-- For a simple eigenvalue, every component of a response to `iK` is purely imaginary. -/
theorem response_re_eq_zero {H K : Matrix n n ℝ} {E : ℝ} {ψ : n → ℝ} {u : n → ℂ}
    (h : IsSimpleEigen H E ψ) (hu : IsResponse H E ψ K u) (i : n) : (u i).re = 0 := by
  obtain ⟨r, hr⟩ : ∃ r : n → ℝ, ∀ j, r j = (u j).re := ⟨_, fun _ => rfl⟩
  -- the real part solves the homogeneous equation, since the source is imaginary
  have h1 : H *ᵥ r = E • r := by
    funext j
    have e1 : ((cmat H *ᵥ u) j).re = (H *ᵥ r) j := by
      simp [cmat, mulVec, dotProduct, hr, Complex.re_sum]
    have h2 := hu.eqn
    rw [cmat_mulVec] at h2
    have h3 := congrArg Complex.re (congrFun h2 j)
    simp only [Pi.sub_apply, Pi.smul_apply, Pi.neg_apply, smul_eq_mul, cvec, sub_re, neg_re,
      mul_re, ofReal_re, ofReal_im, I_re, I_im, e1] at h3
    rw [Pi.smul_apply, smul_eq_mul, hr]
    linarith
  have h0 : ψ ⬝ᵥ r = 0 := by
    have h4 := congrArg Complex.re hu.orth
    simpa [braket, cvec, dotProduct, Complex.re_sum, hr] using h4
  rw [← hr, kernel_orth h h1 h0, Pi.zero_apply]

/-- For a simple eigenvalue, two responses to the same perturbation `iK` coincide. -/
theorem response_unique {H K : Matrix n n ℝ} {E : ℝ} {ψ : n → ℝ} {u v : n → ℂ}
    (h : IsSimpleEigen H E ψ) (hu : IsResponse H E ψ K u) (hv : IsResponse H E ψ K v) :
    u = v := by
  -- every complex multiple of u - v is a response to the zero perturbation
  have hd : ∀ c : ℂ, IsResponse H E ψ 0 (c • (u - v)) := by
    intro c
    constructor
    · have a := hu.orth
      have b := hv.orth
      unfold braket at a b ⊢
      rw [dotProduct_smul, dotProduct_sub, a, b]
      simp
    · have h0 : cmat (0 : Matrix n n ℝ) *ᵥ cvec ψ = 0 := by
        funext j
        simp [cmat, mulVec, dotProduct]
      rw [Matrix.mulVec_smul, Matrix.mulVec_sub, h0]
      linear_combination (norm := module) c • hu.eqn - c • hv.eqn
  funext i
  have a := response_re_eq_zero h (hd 1) i
  have b := response_re_eq_zero h (hd I) i
  simp at a b
  apply Complex.ext <;> linarith

/-- For real symmetric `H`, `A`, real antisymmetric `K` and a simple eigenvalue, `⟨ψ, iKψ⟩ = 0`
and the response `u` to `iK` exists uniquely. It is purely imaginary, `Re ⟨ψ, A u⟩ = 0`, and
`⟨u, Aψ⟩ + ⟨ψ, A u⟩ = 0`. -/
theorem time_reversal_response {H A K : Matrix n n ℝ} {E : ℝ} {ψ : n → ℝ} (hH : Hᵀ = H)
    (hA : Aᵀ = A) (hK : Kᵀ = -K) (h : IsSimpleEigen H E ψ) :
    braket (cvec ψ) (I • (cmat K *ᵥ cvec ψ)) = 0 ∧ (∃! u, IsResponse H E ψ K u) ∧
      ∀ u, IsResponse H E ψ K u → (∀ i, (u i).re = 0) ∧
        (braket (cvec ψ) (cmat A *ᵥ u)).re = 0 ∧
        braket u (cmat A *ᵥ cvec ψ) + braket (cvec ψ) (cmat A *ᵥ u) = 0 := by
  have hI : ∀ a b : n → ℝ, braket (cvec a) (I • cvec b) = I * ((a ⬝ᵥ b : ℝ) : ℂ) := by
    intro a b
    rw [← braket_cvec]
    unfold braket
    rw [dotProduct_smul, smul_eq_mul]
  refine ⟨?_, ?_, ?_⟩
  · rw [cmat_mulVec, hI, quad_antisymm hK]
    simp
  · -- the response is i times the real solution
    obtain ⟨w, h0, hw⟩ := real_response_exists hH hK h
    have hr : IsResponse H E ψ K (I • cvec w) := by
      constructor
      · rw [hI, h0]
        simp
      · rw [Matrix.mulVec_smul, cmat_mulVec, cmat_mulVec]
        funext i
        have h1 := congrFun hw i
        simp only [Pi.sub_apply, Pi.smul_apply, Pi.neg_apply, smul_eq_mul] at h1
        have h2 : (((H *ᵥ w) i : ℝ) : ℂ) - (E : ℂ) * ((w i : ℝ) : ℂ)
            = -(((K *ᵥ ψ) i : ℝ) : ℂ) := by exact_mod_cast h1
        simp only [Pi.sub_apply, Pi.smul_apply, Pi.neg_apply, smul_eq_mul, cvec]
        linear_combination I * h2
    exact ⟨_, hr, fun v hv => response_unique h hv hr⟩
  · intro u hu
    have hre := response_re_eq_zero h hu
    refine ⟨hre, ?_⟩
    obtain ⟨w, rfl⟩ : ∃ w : n → ℝ, u = I • cvec w := by
      refine ⟨fun i => (u i).im, ?_⟩
      funext i
      apply Complex.ext <;> simp [cvec, hre i]
    have e1 : braket (cvec ψ) (cmat A *ᵥ (I • cvec w)) = I * ((ψ ⬝ᵥ A *ᵥ w : ℝ) : ℂ) := by
      rw [Matrix.mulVec_smul, cmat_mulVec, hI]
    have e2 : braket (I • cvec w) (cmat A *ᵥ cvec ψ) = -I * ((w ⬝ᵥ A *ᵥ ψ : ℝ) : ℂ) := by
      rw [cmat_mulVec, ← braket_cvec]
      unfold braket
      rw [star_smul, smul_dotProduct, smul_eq_mul]
      simp
    have e3 : w ⬝ᵥ A *ᵥ ψ = ψ ⬝ᵥ A *ᵥ w := by
      rw [Matrix.dotProduct_mulVec, ← Matrix.mulVec_transpose, hA, dotProduct_comm]
    rw [e1, e2, e3]
    exact ⟨by simp, by ring⟩

/-- A two-level system meets all hypotheses with response `u = (0, i)`; there
`⟨ψ, A u⟩ = i` and `⟨ψ, iK u⟩ = -1`. -/
theorem two_level_witness :
    let H : Matrix (Fin 2) (Fin 2) ℝ := !![0, 0; 0, 1]
    let A : Matrix (Fin 2) (Fin 2) ℝ := !![0, 1; 1, 0]
    let K : Matrix (Fin 2) (Fin 2) ℝ := !![0, 1; -1, 0]
    Hᵀ = H ∧ Aᵀ = A ∧ Kᵀ = -K ∧ IsSimpleEigen H 0 ![1, 0] ∧ IsResponse H 0 ![1, 0] K ![0, I] ∧
      braket (cvec ![1, 0]) (cmat A *ᵥ ![0, I]) = I ∧
      braket (cvec ![1, 0]) (I • (cmat K *ᵥ ![0, I])) = -1 := by
  intro H A K
  refine ⟨?_, ?_, ?_, ⟨?_, ?_, ?_⟩, ⟨?_, ?_⟩, ?_, ?_⟩
  · ext i j; fin_cases i <;> fin_cases j <;> simp [H]
  · ext i j; fin_cases i <;> fin_cases j <;> simp [A]
  · ext i j; fin_cases i <;> fin_cases j <;> simp [K]
  · funext i; fin_cases i <;> simp [H, mulVec, dotProduct, Fin.sum_univ_two]
  · simp [dotProduct, Fin.sum_univ_two]
  · intro v hv
    have h1 : v 1 = 0 := by
      simpa [H, mulVec, dotProduct, Fin.sum_univ_two] using congrFun hv 1
    refine ⟨v 0, ?_⟩
    funext i; fin_cases i <;> simp [h1]
  · simp [braket, cvec, dotProduct, Fin.sum_univ_two]
  · funext i; fin_cases i <;> simp [H, K, cmat, cvec]
  · simp [A, braket, cmat, cvec, mulVec, dotProduct, Fin.sum_univ_two]
  · simp [K, braket, cmat, cvec, dotProduct, Fin.sum_univ_two]

/-- For `H = diag(0, 0, 1)` with unit eigenvector `ψ = (1, 0, 0)` at `E = 0`, the vector
`u = (0, 1, i)` is a response to `iK` with `⟨ψ, A u⟩ = 1`. -/
theorem degenerate_counterexample :
    let H : Matrix (Fin 3) (Fin 3) ℝ := !![0, 0, 0; 0, 0, 0; 0, 0, 1]
    let A : Matrix (Fin 3) (Fin 3) ℝ := !![0, 1, 0; 1, 0, 0; 0, 0, 0]
    let K : Matrix (Fin 3) (Fin 3) ℝ := !![0, 0, 1; 0, 0, 0; -1, 0, 0]
    let ψ : Fin 3 → ℝ := ![1, 0, 0]
    Hᵀ = H ∧ Aᵀ = A ∧ Kᵀ = -K ∧ H *ᵥ ψ = (0 : ℝ) • ψ ∧ ψ ⬝ᵥ ψ = 1 ∧
      IsResponse H 0 ψ K ![0, 1, I] ∧ braket (cvec ψ) (cmat A *ᵥ ![0, 1, I]) = 1 := by
  intro H A K ψ
  refine ⟨?_, ?_, ?_, ?_, ?_, ⟨?_, ?_⟩, ?_⟩
  · ext i j; fin_cases i <;> fin_cases j <;> simp [H]
  · ext i j; fin_cases i <;> fin_cases j <;> simp [A]
  · ext i j; fin_cases i <;> fin_cases j <;> simp [K]
  · funext i; fin_cases i <;> simp [H, ψ, mulVec, dotProduct, Fin.sum_univ_three]
  · simp [ψ, dotProduct, Fin.sum_univ_three]
  · simp [ψ, braket, cvec, dotProduct, Fin.sum_univ_three]
  · funext i
    fin_cases i <;> simp [H, K, ψ, cmat, cvec, mulVec, dotProduct, Fin.sum_univ_three]
  · simp [A, ψ, braket, cmat, cvec, mulVec, dotProduct, Fin.sum_univ_three]

end

end TimeReversalResponse
```

```lean
#print axioms TimeReversalResponse.time_reversal_response
#print axioms TimeReversalResponse.degenerate_counterexample
```

```
'TimeReversalResponse.time_reversal_response' depends on axioms: [propext, Classical.choice, Quot.sound]
'TimeReversalResponse.degenerate_counterexample' depends on axioms: [propext, Classical.choice, Quot.sound]
```

### The statement in words

Under the three symmetry hypotheses and `IsSimpleEigen H E ψ`, the theorem `time_reversal_response` gives three conclusions. The first is $\langle\psi,iK\psi\rangle = 0$. The second, `∃! u, IsResponse H E ψ K u`, says that exactly one complex vector is a response. The third says that for every response $u$ all components have zero real part, $\mathrm{Re}\langle\psi,Au\rangle = 0$, and $\langle u,A\psi\rangle + \langle\psi,Au\rangle = 0$. Infinite-dimensional spaces, non-orthogonal bases, spin, frequency-dependent perturbations, and self-consistent response equations, in which the effective perturbation depends on $u$ itself, are not covered.

### How the proof follows the steps

`cmat_mulVec` and `braket_cvec` reduce complex expressions in real data to real products. `quad_antisymm` is Step 1: the equation `h` moves $K$ across the dot product, `hK` turns it into $x = -x$ for the real number $x = \psi\cdot K\psi$, and `linarith` finishes. `kernel_orth` is Step 2.

`real_response_exists` is Step 3. There `hsym` is $\psi\cdot Hv = E\,\psi\cdot v$, `hdot` is $\psi\cdot f(v) = \psi\cdot v$, `inj` is injectivity, and `LinearMap.injective_iff_surjective` is where finite dimension enters.

`response_re_eq_zero` is Step 4: `h1` takes the real part of component $j$ of the equation, `h0` that of the orthogonality condition. The lemma assumes neither symmetry of $H$ nor antisymmetry of $K$, only that both are real and that $E$ is simple. The same holds for `response_unique`, Step 5, where `hd` treats all multiples $cd$ at once and is then used at `1` and at `I`.

In the main theorem the existence part builds `I • cvec w` and checks the equation componentwise as $i$ times the real one. In the last part `e1` and `e2` are the two displayed formulas of Step 6, and `e3` is the only use of `hA`.

### Remarks

*Smallest cases.* With no basis function the condition $\psi\cdot\psi = 1$ cannot be met. With one, antisymmetry forces $K = 0$ and orthogonality forces $u = 0$. Two levels give the first non-trivial case, and `two_level_witness` checks it with
$$H = \begin{pmatrix}0&0\\0&1\end{pmatrix},\quad A = \begin{pmatrix}0&1\\1&0\end{pmatrix},\quad K = \begin{pmatrix}0&1\\-1&0\end{pmatrix},$$
$E = 0$, $\psi = (1,0)$ and $u = (0,i)$. It finds $\langle\psi,Au\rangle = i$ and $\langle\psi,iKu\rangle = -1$.

*Easy mistakes.* The witness shows that $\langle\psi,Au\rangle = 0$ is false in general: only the real part vanishes. A formal statement with the plain dot product in place of `braket` would lose the conjugation in $\langle u,A\psi\rangle$, and the two terms of Step 6 would add to $2i\,\psi\cdot Aw$ where they should cancel. The value $\langle\psi,iKu\rangle = -1$ shows that the conclusion does not extend to replacing $A$ by an imaginary Hermitian operator such as $iK$ itself.

*Without simplicity.* `degenerate_counterexample` takes $H = \mathrm{diag}(0,0,1)$, $E = 0$, $\psi = (1,0,0)$, with components numbered $0,1,2$ as in `Fin 3`. The non-zero entries are $A_{01} = A_{10} = 1$, $K_{02} = 1$, $K_{20} = -1$. The symmetry conditions, the eigenvalue equation and the normalisation all hold, and $u = (0,1,i)$ is a response: $K\psi = (0,0,-1)$, so $-iK\psi = (0,0,i) = Hu$. Its component $u_1 = 1$ is real, and $\langle\psi,Au\rangle = 1$. Step 2 is what breaks, because the real vector $(0,1,0)$ lies in the kernel of $H - E$, is orthogonal to $\psi$, and can be added to any response. The example shows that the equation no longer fixes $u$. It does not show a non-zero energy derivative: the eigenvector of $H + \mu\,iK$ that tends to $\psi$ as $\mu \to 0$ has the first-order term $(0,0,i)$, and for this vector $\langle\psi,Au\rangle = 0$.
